# A continued-fraction condition for the Stark levels of a truncated rotor, valid when the upper denominators are nonzero

Let T be the real symmetric tridiagonal matrix on levels J = 0, …, N with field-free energies d_J on the diagonal and −w a_J between levels J and J+1, where w is the field strength times the dipole moment and a_J is the matrix element of cos θ between the two levels. For a trial energy E, define t_N = d_N − E and, going downwards as long as t_(J+1) ≠ 0, t_J = d_J − E − w² a_J² / t_(J+1). If t_1, …, t_N are all nonzero, E is an eigenvalue of T exactly when t_0 = 0.

```lean
import Mathlib

open Matrix

namespace RotorStark

noncomputable section

/-- The Stark Hamiltonian on `n` rotor levels: field-free energies `d J` on the diagonal and
couplings `-w * a J` between the neighbouring levels `J` and `J + 1`. -/
def starkMatrix (d a : ℕ → ℝ) (w : ℝ) (n : ℕ) : Matrix (Fin n) (Fin n) ℝ :=
  Matrix.of fun i j =>
    if i.val = j.val then d i.val
    else if i.val + 1 = j.val then -w * a i.val
    else if j.val + 1 = i.val then -w * a j.val
    else 0

/-- The continued-fraction denominators `t_J` of a chain with levels `0, ..., N`:
`t_N = d_N - E` and `t_J = d_J - E - w² a_J² / t_(J+1)` for `J < N`.
The domain is `J ≤ N` with `t_(J+1), ..., t_N` nonzero. -/
def starkDenom (d a : ℕ → ℝ) (w E : ℝ) (N J : ℕ) : ℝ :=
  if _h : J < N then d J - E - w ^ 2 * a J ^ 2 / starkDenom d a w E N (J + 1)
  else d J - E
termination_by N - J

/-- `E` is a Stark level of the chain `0, ..., N`: the Hamiltonian has a nonzero
eigenvector with eigenvalue `E`. -/
def IsStarkLevel (d a : ℕ → ℝ) (w : ℝ) (N : ℕ) (E : ℝ) : Prop :=
  ∃ c : Fin (N + 1) → ℝ, c ≠ 0 ∧ starkMatrix d a w (N + 1) *ᵥ c = E • c

/-- Below the top level, each denominator follows from the one above it. -/
theorem starkDenom_of_lt (d a : ℕ → ℝ) (w E : ℝ) {N J : ℕ} (h : J < N) :
    starkDenom d a w E N J
      = d J - E - w ^ 2 * a J ^ 2 / starkDenom d a w E N (J + 1) := by
  conv_lhs => rw [starkDenom, dif_pos h]

/-- Subtracting a trial energy `E` from the Hamiltonian shifts every diagonal energy by `E`. -/
theorem starkMatrix_sub (d a : ℕ → ℝ) (w E : ℝ) (n : ℕ) :
    starkMatrix d a w n - E • (1 : Matrix (Fin n) (Fin n) ℝ)
      = starkMatrix (fun J => d J - E) a w n := by
  ext i j
  by_cases h : i = j
  · subst h
    simp [starkMatrix]
  · have h' : i.val ≠ j.val := fun e => h (Fin.ext e)
    simp [starkMatrix, h, h']

/-- Deleting the lowest level leaves the Stark Hamiltonian of the levels above it. -/
theorem starkMatrix_succ (d a : ℕ → ℝ) (w : ℝ) (n : ℕ) (i j : Fin n) :
    starkMatrix d a w (n + 1) i.succ j.succ
      = starkMatrix (fun J => d (J + 1)) (fun J => a (J + 1)) w n i j := by
  simp [starkMatrix]

/-- Three-term recurrence: the determinant of a chain in terms of the determinants of the
chains without its lowest level and without its two lowest levels. -/
theorem det_recurrence (d a : ℕ → ℝ) (w : ℝ) (n : ℕ) :
    (starkMatrix d a w (n + 2)).det
      = d 0 * (starkMatrix (fun J => d (J + 1)) (fun J => a (J + 1)) w (n + 1)).det
        - w ^ 2 * a 0 ^ 2
          * (starkMatrix (fun J => d (J + 2)) (fun J => a (J + 2)) w n).det := by
  have h00 : starkMatrix d a w (n + 2) 0 0 = d 0 := by simp [starkMatrix]
  have h01 : starkMatrix d a w (n + 2) 0 (Fin.succ 0) = -w * a 0 := by simp [starkMatrix]
  have h10 : starkMatrix d a w (n + 2) (Fin.succ 0) 0 = -w * a 0 := by simp [starkMatrix]
  have hrow : ∀ i : Fin n, starkMatrix d a w (n + 2) 0 i.succ.succ = 0 := by
    intro i
    change (if (0 : ℕ) = i.val + 1 + 1 then d 0
      else if 0 + 1 = i.val + 1 + 1 then -w * a 0
      else if i.val + 1 + 1 + 1 = 0 then -w * a (i.val + 1 + 1) else 0) = (0 : ℝ)
    rw [if_neg (by omega), if_neg (by omega), if_neg (by omega)]
  have hcol : ∀ i : Fin n, starkMatrix d a w (n + 2) i.succ.succ 0 = 0 := by
    intro i
    change (if i.val + 1 + 1 = 0 then d (i.val + 1 + 1)
      else if i.val + 1 + 1 + 1 = 0 then -w * a (i.val + 1 + 1)
      else if 0 + 1 = i.val + 1 + 1 then -w * a 0 else 0) = (0 : ℝ)
    rw [if_neg (by omega), if_neg (by omega), if_neg (by omega)]
  have hA : (starkMatrix d a w (n + 2)).submatrix Fin.succ Fin.succ
      = starkMatrix (fun J => d (J + 1)) (fun J => a (J + 1)) w (n + 1) := by
    ext i j
    exact starkMatrix_succ d a w (n + 1) i j
  -- the minor of the coupling element has a single entry in its first column
  have hB : ((starkMatrix d a w (n + 2)).submatrix Fin.succ (Fin.succ 0).succAbove).det
      = -w * a 0 * (starkMatrix (fun J => d (J + 2)) (fun J => a (J + 2)) w n).det := by
    have hC : ((starkMatrix d a w (n + 2)).submatrix Fin.succ
        (Fin.succ 0).succAbove).submatrix Fin.succ Fin.succ
        = starkMatrix (fun J => d (J + 2)) (fun J => a (J + 2)) w n := by
      ext i j
      simp only [Matrix.submatrix_apply, Fin.succ_succAbove_succ, Fin.succAbove_zero]
      exact (starkMatrix_succ d a w (n + 1) i.succ j.succ).trans
        (starkMatrix_succ _ _ w n i j)
    rw [Matrix.det_succ_column_zero, Fin.sum_univ_succ, Finset.sum_eq_zero]
    · rw [Fin.succAbove_zero, hC, Matrix.submatrix_apply, Fin.succ_succAbove_zero, h10]
      simp
    · intro i _
      rw [Matrix.submatrix_apply, Fin.succ_succAbove_zero, hcol]
      simp
  rw [Matrix.det_succ_row_zero, Fin.sum_univ_succ, Fin.sum_univ_succ, Finset.sum_eq_zero]
  · rw [Fin.succAbove_zero, hA, hB, h00, h01]
    simp
    ring
  · intro i _
    rw [hrow]
    simp

/-- Let `t_N = d_N` and `t_J = d_J - w² a_J² / t_(J+1)` with `t_1, ..., t_N` nonzero. Then
removing the lowest level splits off the factor `t_0`, and the determinant is the product
of all `t_J`. -/
theorem det_peel (w : ℝ) (N : ℕ) : ∀ d a t : ℕ → ℝ, t N = d N →
    (∀ J < N, t J = d J - w ^ 2 * a J ^ 2 / t (J + 1)) → (∀ J < N, t (J + 1) ≠ 0) →
    (starkMatrix d a w (N + 1)).det
        = t 0 * (starkMatrix (fun J => d (J + 1)) (fun J => a (J + 1)) w N).det ∧
      (starkMatrix d a w (N + 1)).det = ∏ J ∈ Finset.range (N + 1), t J := by
  induction N with
  | zero =>
    intro d a t hN _ _
    simp [starkMatrix, hN]
  | succ N ih =>
    intro d a t hN hstep hne
    obtain ⟨h1, h2⟩ := ih (fun J => d (J + 1)) (fun J => a (J + 1)) (fun J => t (J + 1)) hN
      (fun J hJ => hstep (J + 1) (by omega)) (fun J hJ => hne (J + 1) (by omega))
    have ht : t 1 ≠ 0 := hne 0 (by omega)
    have h0 : t 0 = d 0 - w ^ 2 * a 0 ^ 2 / t 1 := hstep 0 (by omega)
    have h1' : (starkMatrix (fun J => d (J + 1)) (fun J => a (J + 1)) w (N + 1)).det
        = t 1 * (starkMatrix (fun J => d (J + 2)) (fun J => a (J + 2)) w N).det := h1
    have key : (starkMatrix d a w (N + 1 + 1)).det
        = t 0 * (starkMatrix (fun J => d (J + 1)) (fun J => a (J + 1)) w (N + 1)).det := by
      rw [det_recurrence, h1', h0]
      field_simp
    refine ⟨key, ?_⟩
    rw [key, h2, Finset.prod_range_succ' t (N + 1), mul_comm]

/-- If `t_1, ..., t_N` are nonzero, the secular determinant `det (T - E)` is the product of
the continued-fraction denominators `t_0, ..., t_N`. -/
theorem det_eq_prod (d a : ℕ → ℝ) (w E : ℝ) (N : ℕ)
    (h : ∀ J, 1 ≤ J → J ≤ N → starkDenom d a w E N J ≠ 0) :
    (starkMatrix d a w (N + 1) - E • (1 : Matrix (Fin (N + 1)) (Fin (N + 1)) ℝ)).det
      = ∏ J ∈ Finset.range (N + 1), starkDenom d a w E N J := by
  have htop : starkDenom d a w E N N = d N - E := by
    rw [starkDenom, dif_neg (lt_irrefl N)]
  rw [starkMatrix_sub]
  exact (det_peel w N (fun J => d J - E) a (starkDenom d a w E N) htop
    (fun J hJ => starkDenom_of_lt d a w E hJ)
    (fun J hJ => h (J + 1) (by omega) (by omega))).2

/-- `E` is a Stark level exactly when the secular determinant vanishes. -/
theorem isStarkLevel_iff_det (d a : ℕ → ℝ) (w E : ℝ) (N : ℕ) :
    IsStarkLevel d a w N E ↔
      (starkMatrix d a w (N + 1) - E • (1 : Matrix (Fin (N + 1)) (Fin (N + 1)) ℝ)).det = 0 := by
  rw [← Matrix.exists_mulVec_eq_zero_iff]
  simp only [IsStarkLevel, Matrix.sub_mulVec, Matrix.smul_mulVec, Matrix.one_mulVec,
    sub_eq_zero]

/-- If `t_1, ..., t_N` are nonzero at the energy `E`, then `E` is a Stark level exactly when
the continued-fraction condition `t_0 = 0` holds. -/
theorem isStarkLevel_iff (d a : ℕ → ℝ) (w E : ℝ) (N : ℕ)
    (h : ∀ J, 1 ≤ J → J ≤ N → starkDenom d a w E N J ≠ 0) :
    IsStarkLevel d a w N E ↔ starkDenom d a w E N 0 = 0 := by
  rw [isStarkLevel_iff_det, det_eq_prod d a w E N h, Finset.prod_eq_zero_iff]
  constructor
  · rintro ⟨J, hJ, h0⟩
    rcases Nat.eq_zero_or_pos J with rfl | hpos
    · exact h0
    · exact absurd h0 (h J hpos (by have := Finset.mem_range.mp hJ; omega))
  · intro h0
    exact ⟨0, Finset.mem_range.mpr (by omega), h0⟩

/-- In a three-level chain with `d_2 = d_0`, the energy `d_0` is a Stark level at which the
denominator `t_2` vanishes. -/
theorem level_with_zero_denom (d a : ℕ → ℝ) (w : ℝ) (h : d 2 = d 0) :
    IsStarkLevel d a w 2 (d 0) ∧ starkDenom d a w (d 0) 2 2 = 0 := by
  constructor
  · rw [isStarkLevel_iff_det, starkMatrix_sub, det_recurrence]
    simp [starkMatrix, h]
  · rw [starkDenom, dif_neg (lt_irrefl 2), h, sub_self]

/-- Field-free energy `B J (J + 1)` of the rigid rotor level `J = M + i`. -/
def rotorEnergy (B : ℝ) (M i : ℕ) : ℝ := B * (M + i) * (M + i + 1)

/-- Matrix element of `cos θ` between the rotor states `J = M + i` and `J + 1` with the same
projection `M ≥ 0`: the square root of `((J+1)² - M²) / ((2J+1)(2J+3))`. -/
def rotorCoupling (M i : ℕ) : ℝ :=
  √((((M : ℝ) + i + 1) ^ 2 - (M : ℝ) ^ 2) / ((2 * ((M : ℝ) + i) + 1) * (2 * ((M : ℝ) + i) + 3)))

/-- Rigid rotor with projection `M ≥ 0`, truncated to `J = M, ..., M + N` with `N ≥ 1`: if
`t_1, ..., t_N` are nonzero, `E` is a Stark level exactly when
`B M (M + 1) - E = w² / ((2M + 3) t_1)`. -/
theorem rigid_rotor_level_iff (B w E : ℝ) (M N : ℕ) (hN : 0 < N)
    (h : ∀ J, 1 ≤ J → J ≤ N →
      starkDenom (rotorEnergy B M) (rotorCoupling M) w E N J ≠ 0) :
    IsStarkLevel (rotorEnergy B M) (rotorCoupling M) w N E ↔
      B * M * (M + 1) - E
        = w ^ 2 / ((2 * M + 3) * starkDenom (rotorEnergy B M) (rotorCoupling M) w E N 1) := by
  -- the lowest squared coupling is 1 / (2M + 3)
  have ha : rotorCoupling M 0 ^ 2 = 1 / (2 * (M : ℝ) + 3) := by
    have e : (((M : ℝ) + 1) ^ 2 - (M : ℝ) ^ 2) / ((2 * (M : ℝ) + 1) * (2 * (M : ℝ) + 3))
        = 1 / (2 * (M : ℝ) + 3) := by
      rw [div_eq_div_iff (by positivity) (by positivity)]
      ring
    simp only [rotorCoupling, Nat.cast_zero, add_zero]
    rw [e, Real.sq_sqrt (by positivity)]
  have hd : rotorEnergy B M 0 = B * M * (M + 1) := by simp [rotorEnergy]
  rw [isStarkLevel_iff _ _ w E N h, starkDenom_of_lt _ _ w E hN, ha, hd, sub_eq_zero,
    zero_add, mul_one_div, div_div]

end

end RotorStark
```

```lean
#print axioms RotorStark.isStarkLevel_iff
#print axioms RotorStark.level_with_zero_denom
#print axioms RotorStark.rigid_rotor_level_iff
```

```
'RotorStark.isStarkLevel_iff' depends on axioms: [propext, Classical.choice, Quot.sound]
'RotorStark.level_with_zero_denom' depends on axioms: [propext, Classical.choice, Quot.sound]
'RotorStark.rigid_rotor_level_iff' depends on axioms: [propext, Classical.choice, Quot.sound]
```

## Levels, couplings and denominators

`starkMatrix d a w n` is T on n levels, so the chain 0, …, N has n = N + 1. `starkDenom d a w E N J` is t_J. `IsStarkLevel` says that a nonzero real vector c satisfies Tc = Ec.

Assuming t_1, …, t_N are nonzero, `det_eq_prod` states

det(T − E) = t_0 t_1 ⋯ t_N,

and `isStarkLevel_iff` states that E is a Stark level exactly when t_0 = 0. For N = 0 nothing is assumed, and the condition is E = d_0.

The energies and couplings are arbitrary real sequences until the last theorem, which treats a linear rigid rotor with dipole along its axis in a uniform static field. With θ the angle between the dipole and the field, the interaction −w cos θ conserves the projection M of the angular momentum on the field direction and couples only neighbouring angular momenta, which is why T is tridiagonal. Here the chain index is i, with angular momentum M + i and M ≥ 0, so t_1 belongs to angular momentum M + 1. The docstrings of the rotor formulas write J for the angular momentum, whereas in t_J the index J is the chain index. The energies `rotorEnergy`, equal to B J(J + 1) for angular momentum J and rotational constant B, and the cos θ matrix elements `rotorCoupling` are entered as known formulas, not derived from spherical harmonics.

For this rotor, truncated to finitely many levels, Stark energies can be sought as zeros of one scalar function of E wherever the upper denominators are nonzero. Convergence as N grows is not addressed.

## Removing one level at a time

Let D_k be the determinant of T − E restricted to levels k, …, N, with D_(N+1) = 1 for the empty block. For k < N, the first row of this block has at most two nonzero entries. The diagonal one contributes (d_k − E) D_(k+1). The minor of the entry −w a_k has only −w a_k in its first column, so the second contribution is −(−w a_k)² D_(k+2). Hence

D_k = (d_k − E) D_(k+1) − w² a_k² D_(k+2).

At the top, D_N = d_N − E = t_N D_(N+1). Suppose D_(k+1) = t_(k+1) D_(k+2). Since t_(k+1) ≠ 0, we may substitute D_(k+2) = D_(k+1) / t_(k+1):

D_k = (d_k − E − w² a_k² / t_(k+1)) D_(k+1) = t_k D_(k+1).

Iterating down to k = 0 gives the product. A nonzero c with (T − E)c = 0 exists exactly when D_0 = 0, and only t_0 can supply the zero factor.

In Lean, `starkMatrix_sub` absorbs E into the diagonal, `starkMatrix_succ` identifies the block left after deleting the lowest level, and `det_recurrence` carries out the two expansions. `det_peel` is the induction; it covers all sequences d, a and t at once, so that it can be applied to the shifted chain, and it carries both the split D_0 = t_0 D_1 and the product. `isStarkLevel_iff_det` supplies the eigenvector criterion.

For the rotor, the lowest squared coupling is

((M+1)² − M²) / ((2M+1)(2M+3)) = 1/(2M+3),

so for N ≥ 1 the condition t_0 = 0 becomes the equation in `rigid_rotor_level_iff`:

B M(M+1) − E = w² / ((2M+3) t_1).

## Two rotor levels in numbers

Take M = 0, N = 1, B = 1 and w = 3. Then d_0 = 0, d_1 = 2 and w² a_0² = 9/3 = 3. The condition is

−E = 3 / (2 − E), or E² − 2E − 3 = 0,

with roots E = −1 and E = 3. The corresponding t_1 are 3 and −1, both nonzero, so these are the two levels of the truncated matrix.

## A level missed when t_2 = 0

Take three levels with d = (0, 1, 0), a_0 = a_1 = 1 and w = 1. The vector c = (1, 0, −1) satisfies Tc = 0, so E = 0 is a level. But t_2 = 0, and the recursion for t_1 divides by zero. Lean sets such a quotient to 0, giving t_1 = 1 and t_0 = −1: the level exists, yet the condition t_0 = 0 fails.

`level_with_zero_denom` proves the general pattern behind this example: whenever d_2 = d_0 in a three-level chain, d_0 is a level at which t_2 = 0. A rigid rotor with B ≠ 0 never has d_2 = d_0, so this three-level pattern does not occur for it. A longer rotor chain can still lose a level at particular field strengths. Take M = 0, N = 3, B = 1 and w² = 280, so that w² a_2² = 280 · 9/35 = 72. At E = 0, t_3 = 12 and t_2 = 6 − 72/12 = 0, hence D_2 = t_2 t_3 = 0. Since d_0 = 0, the recurrence gives D_0 = −w² a_0² D_2 = 0, so E = 0 is a level at which the condition does not apply.
